# For a nearest-neighbour matrix element t > 0 and zero site energy, the one-orbital triangular-lattice band is [−3t, 6t], and reversing the sign of t changes it

An electron hops between nearest neighbours on a lattice with one orbital per site. On the square lattice the sign of the hopping amplitude does not affect the set of band energies: shifting both Bloch phases by $\pi$ reverses every energy, measured from the site energy. On the triangular lattice the same shift leaves the phase along the third bond direction unchanged modulo $2\pi$. Does the band then depend on the sign, and where are its edges?

```lean
import Mathlib

open Complex

namespace TriangularBand

noncomputable section
```

## Hopping and Bloch waves

Choose lattice vectors at $120^\circ$, so that their sum is also a nearest-neighbour vector. Site $(m,n)$ then has the neighbours $\pm(1,0)$, $\pm(0,1)$, $\pm(1,1)$ relative to itself. With real amplitude $t$ and site energy zero, the Hamiltonian multiplies the sum of the six neighbouring amplitudes by $t$. Many textbooks write $-t$ here; their positive $t$ is a negative `t` below.

```lean
/-- Hopping Hamiltonian on the triangular lattice: amplitude `t` to each of the six neighbours
`±(1,0)`, `±(0,1)`, `±(1,1)`. -/
def hop (t : ℝ) (ψ : ℤ → ℤ → ℂ) (m n : ℤ) : ℂ :=
  (t : ℂ) * (ψ (m + 1) n + ψ (m - 1) n + ψ m (n + 1) + ψ m (n - 1)
    + ψ (m + 1) (n + 1) + ψ (m - 1) (n - 1))
```

A Bloch wave is $\psi_{m,n}=e^{i(am+bn)}$. The real numbers $a$ and $b$ are the phase advances along the two lattice vectors, not lattice constants.

```lean
/-- Bloch wave with phase advances `a` and `b` along the two lattice vectors. -/
def bloch (a b : ℝ) (m n : ℤ) : ℂ :=
  exp (((a * (m : ℝ) + b * (n : ℝ) : ℝ) : ℂ) * I)
```

The candidate dispersion, in units of $t$, is $d(a,b)=2\cos a+2\cos b+2\cos(a+b)$.

```lean
/-- Dispersion of the triangular lattice for unit hopping amplitude. -/
def disp (a b : ℝ) : ℝ :=
  2 * Real.cos a + 2 * Real.cos b + 2 * Real.cos (a + b)
```

For the lower edge we shall need the sum of the Bloch phases on one triangle, $S=1+e^{ia}+e^{i(a+b)}$.

```lean
/-- Sum of the Bloch phases on the three corners `(0,0)`, `(1,0)`, `(1,1)` of a triangle. -/
def triangleSum (a b : ℝ) : ℂ :=
  1 + exp ((a : ℂ) * I) + exp (((a + b : ℝ) : ℂ) * I)
```

The band is defined through the eigenvalue equation, without reference to $d$: a real $E$ belongs to `band t` if some Bloch wave satisfies the equation at every site. Identifying this set with the spectrum on square-summable states of the infinite crystal is a further step, taken from Bloch theory. A finite periodic cell samples only discrete phases and may miss the lower edge of $d$.

```lean
/-- The band: all real energies `E` for which some Bloch wave solves the eigenvalue equation
at every site. -/
def band (t : ℝ) : Set ℝ :=
  {E | ∃ a b : ℝ, ∀ m n : ℤ, hop t (bloch a b) m n = (E : ℂ) * bloch a b m n}
```

## The dispersion follows from the hopping

Opposite neighbours combine as
$$e^{i(x+y)}+e^{i(x-y)}=e^{ix}(e^{iy}+e^{-iy})=2\cos y\,e^{ix}.$$
The proof compares real and imaginary parts, using the addition formulas.

```lean
/-- Two opposite neighbours, with phases `x + y` and `x - y`, together contribute `2 cos y`
times the wave of phase `x`. -/
theorem opposite_neighbours (x y : ℝ) :
    exp (((x + y : ℝ) : ℂ) * I) + exp (((x - y : ℝ) : ℂ) * I)
      = ((2 * Real.cos y : ℝ) : ℂ) * exp ((x : ℂ) * I) := by
  apply Complex.ext
  · rw [Complex.add_re, Complex.re_ofReal_mul]
    simp only [Complex.exp_ofReal_mul_I_re, Real.cos_add, Real.cos_sub]
    ring
  · rw [Complex.add_im, Complex.im_ofReal_mul]
    simp only [Complex.exp_ofReal_mul_I_im, Real.sin_add, Real.sin_sub]
    ring
```

Put $x=am+bn$ and take $y=a$, $b$, $a+b$ in turn. Adding the three pairs and multiplying by $t$ gives $t\,d(a,b)\,\psi_{m,n}$. In Lean, `e1` to `e6` rewrite the neighbours' phases, and `linear_combination` adds the pairs.

```lean
/-- Every Bloch wave is an eigenfunction of the hopping Hamiltonian, with energy `t` times the
dispersion. -/
theorem hop_bloch (t a b : ℝ) (m n : ℤ) :
    hop t (bloch a b) m n = ((t * disp a b : ℝ) : ℂ) * bloch a b m n := by
  -- the phase at each neighbour, relative to the central site
  have e1 : a * ((m + 1 : ℤ) : ℝ) + b * (n : ℝ) = (a * m + b * n) + a := by
    push_cast; ring
  have e2 : a * ((m - 1 : ℤ) : ℝ) + b * (n : ℝ) = (a * m + b * n) - a := by
    push_cast; ring
  have e3 : a * (m : ℝ) + b * ((n + 1 : ℤ) : ℝ) = (a * m + b * n) + b := by
    push_cast; ring
  have e4 : a * (m : ℝ) + b * ((n - 1 : ℤ) : ℝ) = (a * m + b * n) - b := by
    push_cast; ring
  have e5 : a * ((m + 1 : ℤ) : ℝ) + b * ((n + 1 : ℤ) : ℝ)
      = (a * m + b * n) + (a + b) := by
    push_cast; ring
  have e6 : a * ((m - 1 : ℤ) : ℝ) + b * ((n - 1 : ℤ) : ℝ)
      = (a * m + b * n) - (a + b) := by
    push_cast; ring
  have hd : ((t * disp a b : ℝ) : ℂ) = (t : ℂ) * (((2 * Real.cos a : ℝ) : ℂ)
      + ((2 * Real.cos b : ℝ) : ℂ) + ((2 * Real.cos (a + b) : ℝ) : ℂ)) := by
    simp only [disp]
    push_cast
    ring
  rw [hd]
  simp only [hop, bloch, e1, e2, e3, e4, e5, e6]
  -- the three bond directions
  have h1 := opposite_neighbours (a * m + b * n) a
  have h2 := opposite_neighbours (a * m + b * n) b
  have h3 := opposite_neighbours (a * m + b * n) (a + b)
  linear_combination (t : ℂ) * (h1 + h2 + h3)
```

## The edges at −3 and 6

Expanding the squared modulus gives three unit terms and three cross terms:
$$|S|^2=3+2\cos a+2\cos(a+b)+2\cos b=d(a,b)+3.$$
The last cosine comes from the phase difference $(a+b)-a=b$, which is `h` in the proof.

```lean
/-- The dispersion plus three is the squared modulus of the sum of Bloch phases on a triangle. -/
theorem disp_add_three (a b : ℝ) : disp a b + 3 = ‖triangleSum a b‖ ^ 2 := by
  have h : Real.cos b
      = Real.cos (a + b) * Real.cos a + Real.sin (a + b) * Real.sin a := by
    rw [← Real.cos_sub, add_sub_cancel_left]
  rw [Complex.sq_norm, Complex.normSq_apply]
  simp only [disp, triangleSum, Complex.add_re, Complex.add_im, Complex.one_re,
    Complex.one_im, Complex.exp_ofReal_mul_I_re, Complex.exp_ofReal_mul_I_im]
  linear_combination 2 * h - Real.sin_sq_add_cos_sq a - Real.sin_sq_add_cos_sq (a + b)
```

Since $|S|^2\ge 0$, we have $d\ge-3$. Since each cosine is at most 1, $d\le 6$.

```lean
/-- The dispersion lies between `-3` and `6`. -/
theorem disp_mem (a b : ℝ) : disp a b ∈ Set.Icc (-3 : ℝ) 6 := by
  constructor
  · have h : 0 ≤ disp a b + 3 := by
      rw [disp_add_three]
      positivity
    linarith
  · unfold disp
    linarith [Real.cos_le_one a, Real.cos_le_one b, Real.cos_le_one (a + b)]
```

Both bounds are attained. At $a=b=0$ all cosines are 1. At $a=b=2\pi/3$ we have $\cos(2\pi/3)=\cos(4\pi/3)=-\tfrac12$, so $d=-3$.

```lean
/-- The dispersion equals `6` at zero phase advance and `-3` at phase advances `2π/3`. -/
theorem disp_ends :
    disp 0 0 = 6 ∧ disp (2 * Real.pi / 3) (2 * Real.pi / 3) = -3 := by
  constructor
  · norm_num [disp]
  · have h : Real.cos (2 * Real.pi / 3) = -1 / 2 := by
      rw [show 2 * Real.pi / 3 = Real.pi - Real.pi / 3 by ring, Real.cos_pi_sub,
        Real.cos_pi_div_three]
      norm_num
    have h2 : Real.cos (2 * Real.pi / 3 + 2 * Real.pi / 3) = -1 / 2 := by
      rw [← two_mul, Real.cos_two_mul, h]
      norm_num
    unfold disp
    rw [h2, h]
    norm_num
```

Along the diagonal, $d(x,x)=4\cos x+2\cos 2x$ is continuous and runs from 6 at $x=0$ to $-3$ at $x=2\pi/3$. By the intermediate value theorem it takes every value between.

```lean
/-- The values of the dispersion fill exactly the interval from `-3` to `6`. -/
theorem disp_range : Set.range (fun p : ℝ × ℝ => disp p.1 p.2) = Set.Icc (-3) 6 := by
  ext E
  constructor
  · rintro ⟨p, rfl⟩
    exact disp_mem p.1 p.2
  · intro hE
    -- intermediate values along the diagonal `a = b`
    have hc : Continuous (fun x : ℝ => disp x x) := by
      unfold disp
      fun_prop
    have hp : (0 : ℝ) ≤ 2 * Real.pi / 3 := by positivity
    have hiv := intermediate_value_Icc' hp hc.continuousOn
    simp only [disp_ends.1, disp_ends.2] at hiv
    obtain ⟨x, _, hx⟩ := hiv hE
    exact ⟨(x, x), hx⟩
```

The lower edge shows the frustration. A value of $-6$ would need all three cosines to be $-1$, but $\cos a=\cos b=-1$ forces $\cos(a+b)=1$. The compromise is unique in its cosines. If $d=-3$, then $S=0$, so
$$1+\cos a+\cos(a+b)=0,\qquad \sin a+\sin(a+b)=0.$$
Multiply the first equation by $\cos a-\cos(a+b)$, the second by $\sin a-\sin(a+b)$, and add. The squares cancel, leaving $\cos a=\cos(a+b)$. Both are therefore $-\tfrac12$, and $d=-3$ gives $\cos b=-\tfrac12$. The converse is substitution.

```lean
/-- The dispersion takes the value `-3` exactly when the phase advance along each of the three
bond directions has cosine `-1/2`. -/
theorem disp_eq_bottom_iff (a b : ℝ) : disp a b = -3 ↔
    Real.cos a = -1 / 2 ∧ Real.cos b = -1 / 2 ∧ Real.cos (a + b) = -1 / 2 := by
  constructor
  · intro h
    -- the three phases on a triangle must cancel
    have hn : ‖triangleSum a b‖ ^ 2 = 0 := by
      rw [← disp_add_three, h]
      norm_num
    have hz : triangleSum a b = 0 := norm_eq_zero.mp ((pow_eq_zero_iff two_ne_zero).mp hn)
    have hre := congrArg Complex.re hz
    have him := congrArg Complex.im hz
    simp only [triangleSum, Complex.add_re, Complex.one_re, Complex.exp_ofReal_mul_I_re,
      Complex.zero_re] at hre
    simp only [triangleSum, Complex.add_im, Complex.one_im, Complex.exp_ofReal_mul_I_im,
      Complex.zero_im] at him
    have heq : Real.cos a = Real.cos (a + b) := by
      linear_combination (Real.cos a - Real.cos (a + b)) * hre
        - Real.sin_sq_add_cos_sq a + Real.sin_sq_add_cos_sq (a + b)
        + (Real.sin a - Real.sin (a + b)) * him
    unfold disp at h
    refine ⟨?_, ?_, ?_⟩ <;> linarith
  · rintro ⟨h1, h2, h3⟩
    unfold disp
    rw [h1, h2, h3]
    norm_num
```

## Reversing the hopping

If a Bloch wave has energy $E$, compare the eigenvalue equation at the origin with the computed energy. The wave is nonzero there and cancels, so $E=t\,d(a,b)$.

```lean
/-- The energies in the band are exactly the values of `t` times the dispersion. -/
theorem mem_band_iff (t E : ℝ) : E ∈ band t ↔ ∃ a b : ℝ, E = t * disp a b := by
  constructor
  · rintro ⟨a, b, h⟩
    have h0 := h 0 0
    rw [hop_bloch] at h0
    have hne : bloch a b 0 0 ≠ 0 := Complex.exp_ne_zero _
    exact ⟨a, b, (Complex.ofReal_injective (mul_right_cancel₀ hne h0)).symm⟩
  · rintro ⟨a, b, rfl⟩
    exact ⟨a, b, hop_bloch t a b⟩
```

For $t>0$, scaling $[-3,6]$ by $t$ gives $[-3t,6t]$. Since $E=-t\,d$ is equivalent to $-E=t\,d$, the reversed band is the mirror image $[-6t,3t]$.

The formulas fail for negative $t$: at $t=-1$ the band is $[-6,3]$, whereas the stated interval $[3,-6]$ is empty.

```lean
/-- For `t > 0` the band is `[-3t, 6t]`, and reversing the hopping sign turns it into
`[-6t, 3t]`. -/
theorem band_eq (t : ℝ) (ht : 0 < t) :
    band t = Set.Icc (-3 * t) (6 * t) ∧ band (-t) = Set.Icc (-6 * t) (3 * t) := by
  have key : ∀ E : ℝ, E ∈ band t ↔ -3 * t ≤ E ∧ E ≤ 6 * t := by
    intro E
    rw [mem_band_iff]
    constructor
    · rintro ⟨a, b, rfl⟩
      obtain ⟨h1, h2⟩ := disp_mem a b
      constructor <;> nlinarith
    · rintro ⟨h1, h2⟩
      have hE : E / t ∈ Set.Icc (-3 : ℝ) 6 :=
        ⟨(le_div_iff₀ ht).mpr h1, (div_le_iff₀ ht).mpr h2⟩
      rw [← disp_range] at hE
      obtain ⟨p, hp⟩ := hE
      have hp' : disp p.1 p.2 = E / t := hp
      refine ⟨p.1, p.2, ?_⟩
      rw [hp', mul_div_cancel₀ E ht.ne']
  refine ⟨Set.ext key, ?_⟩
  ext E
  -- reversing the hopping sign reverses every energy
  have hneg : E ∈ band (-t) ↔ -E ∈ band t := by
    rw [mem_band_iff, mem_band_iff]
    constructor
    · rintro ⟨a, b, h⟩
      exact ⟨a, b, by linarith⟩
    · rintro ⟨a, b, h⟩
      exact ⟨a, b, by linarith⟩
  rw [hneg, key, Set.mem_Icc]
  constructor
  · rintro ⟨h1, h2⟩
    constructor <;> linarith
  · rintro ⟨h1, h2⟩
    constructor <;> linarith
```

For any $t\ne0$, the energy $6t$ lies in the band of $t$. In the band of $-t$ it would require $6t=-t\,d$, hence $d=-6$, below the minimum. At $t=0$ the conclusion fails, because both bands are $\{0\}$.

In this non-interacting, one-orbital model of the triangular lattice, with the same nonzero amplitude $t$ on every nearest-neighbour bond, the sign of $t$ thus decides whether the band edge farther from the site energy lies above or below it.

```lean
/-- For any nonzero hopping amplitude, reversing its sign changes the band. -/
theorem band_neg_ne (t : ℝ) (ht : t ≠ 0) : band (-t) ≠ band t := by
  intro h
  have h6 : 6 * t ∈ band t :=
    (mem_band_iff t _).mpr ⟨0, 0, by rw [disp_ends.1]; ring⟩
  rw [← h, mem_band_iff] at h6
  obtain ⟨a, b, hab⟩ := h6
  -- the reversed band would need a dispersion value of `-6`
  have hd : disp a b = -6 := mul_left_cancel₀ ht (by linarith)
  linarith [(disp_mem a b).1]

end

end TriangularBand
```

```lean
#print axioms TriangularBand.disp_eq_bottom_iff
-- 'TriangularBand.disp_eq_bottom_iff' depends on axioms: [propext, Classical.choice, Quot.sound]
#print axioms TriangularBand.band_eq
-- 'TriangularBand.band_eq' depends on axioms: [propext, Classical.choice, Quot.sound]
#print axioms TriangularBand.band_neg_ne
-- 'TriangularBand.band_neg_ne' depends on axioms: [propext, Classical.choice, Quot.sound]
```
